# A pulse exp(−iθ n·σ/2) about a unit axis n rotates the Bloch vector by Rodrigues' formula

A qubit pulse can be defined by its closed form in $\cos(\theta/2)$ and $\sin(\theta/2)$, or as the exponential of its generator. Here it is the exponential, and the rotation is found from equations of motion without the closed form. Physically, $U=\exp(-i\theta\,n\cdot\sigma/2)$ is the propagator of a closed two-level system whose Hamiltonian $\hbar\omega\,n\cdot\sigma/2$ is constant for a time $t$, with $\theta=\omega t$.

## Spin operators, rotations and pulses

The equation of motion is solved below in a normed algebra, so the header opens a norm on matrices.

```lean
import Mathlib

open Matrix
open scoped Matrix.Norms.Operator

namespace QubitRotation

noncomputable section
```

The Pauli matrices $\sigma_x,\sigma_y,\sigma_z$ are written out explicitly.

```lean
/-- The Pauli matrix σx. -/
def sigmaX : Matrix (Fin 2) (Fin 2) ℂ := !![0, 1; 1, 0]

/-- The Pauli matrix σy. -/
def sigmaY : Matrix (Fin 2) (Fin 2) ℂ := !![0, -Complex.I; Complex.I, 0]

/-- The Pauli matrix σz. -/
def sigmaZ : Matrix (Fin 2) (Fin 2) ℂ := !![1, 0; 0, -1]
```

A real vector is a function `Fin 3 → ℝ`, so its $x,y,z$ components are $r_0,r_1,r_2$. It defines the operator $r\cdot\sigma=r_0\sigma_x+r_1\sigma_y+r_2\sigma_z$. For a spin 1/2 and a unit vector $r$, the spin component along $r$ is $\hbar/2$ times this operator.

```lean
/-- The spin operator r·σ belonging to a real vector r. -/
def pauliVec (r : Fin 3 → ℝ) : Matrix (Fin 2) (Fin 2) ℂ :=
  r 0 • sigmaX + r 1 • sigmaY + r 2 • sigmaZ
```

The rotated vector is defined by Rodrigues' formula,
$$R_\theta r=\cos\theta\,r+\sin\theta\,n\times r+(1-\cos\theta)(n\cdot r)\,n .$$
In Lean, `⨯₃` is the cross product and `⬝ᵥ` the dot product.

```lean
/-- Rodrigues' formula: cos θ r + sin θ n × r + (1 - cos θ) (n·r) n. -/
def rotate (n : Fin 3 → ℝ) (θ : ℝ) (r : Fin 3 → ℝ) : Fin 3 → ℝ :=
  Real.cos θ • r + Real.sin θ • (n ⨯₃ r) + ((1 - Real.cos θ) * (n ⬝ᵥ r)) • n
```

The pulse is $U=e^{\theta A}$ with generator $A=-\tfrac{i}{2}\,n\cdot\sigma$. The definition accepts any real $n$; unit length enters later as a hypothesis.

```lean
/-- The matrix exp(-iθ n·σ/2); for a unit vector n it is the pulse with axis n and angle θ. -/
def pulse (n : Fin 3 → ℝ) (θ : ℝ) : Matrix (Fin 2) (Fin 2) ℂ :=
  NormedSpace.exp (θ • ((-Complex.I / 2) • pauliVec n))
```

A qubit state with Bloch vector $r$ is $\rho(r)=\tfrac12(1+r\cdot\sigma)$. This is a positive matrix only for $|r|\le1$, but the identities below hold for every real $r$.

```lean
/-- The matrix (1 + r·σ)/2; for |r| ≤ 1 it is the qubit density matrix with Bloch vector r. -/
def density (r : Fin 3 → ℝ) : Matrix (Fin 2) (Fin 2) ℂ :=
  (1 / 2 : ℂ) • (1 + pauliVec r)
```

## Solving X′ = AX − XA

Let $X$ satisfy $X'=AX-XA$ at all times. First,
$$\frac{d}{ds}\left(e^{sA}e^{-sA}\right)=e^{sA}Ae^{-sA}-e^{sA}Ae^{-sA}=0,$$
so this product keeps its initial value $1$. Next, transform $X$ back:
$$\frac{d}{ds}\left(e^{-sA}Xe^{sA}\right)=e^{-sA}\left(-AX+AX-XA+XA\right)e^{sA}=0 .$$
Hence $e^{-tA}X(t)e^{tA}=X(0)$, and multiplying by the exponentials from both sides gives $X(t)=e^{tA}X(0)e^{-tA}$.

The lemma holds in any real Banach algebra. Its steps `hinv` and `h0` are the two conserved quantities, and `key` is the cancellation in the second bracket.

```lean
/-- A solution of the equation of motion X' = AX - XA is X(t) = exp(tA) X(0) exp(-tA). -/
theorem evolution_of_commutator {𝔸 : Type*} [NormedRing 𝔸] [NormedAlgebra ℝ 𝔸]
    [CompleteSpace 𝔸] (A : 𝔸) (X : ℝ → 𝔸)
    (hX : ∀ t, HasDerivAt X (A * X t - X t * A) t) (t : ℝ) :
    NormedSpace.exp (t • A) * X 0 * NormedSpace.exp (t • (-A)) = X t := by
  -- forward and backward evolution cancel
  have hi : ∀ s : ℝ, HasDerivAt
      (fun u : ℝ => NormedSpace.exp (u • A) * NormedSpace.exp (u • (-A))) 0 s := by
    intro s
    refine ((hasDerivAt_exp_smul_const A s).fun_mul
      (hasDerivAt_exp_smul_const' (-A) s)).congr_deriv ?_
    rw [neg_mul, mul_neg, mul_assoc, add_neg_cancel]
  have hinv : NormedSpace.exp (t • A) * NormedSpace.exp (t • (-A)) = 1 :=
    (is_const_of_deriv_eq_zero (fun s => (hi s).differentiableAt)
      (fun s => (hi s).deriv) t 0).trans (by simp)
  have key : ∀ E F Y : 𝔸,
      (E * -A * Y + E * (A * Y - Y * A)) * F + E * Y * (A * F) = 0 := by
    intro E F Y
    noncomm_ring
  -- the back-transformed quantity does not change in time
  have h : ∀ s : ℝ, HasDerivAt
      (fun u : ℝ => NormedSpace.exp (u • (-A)) * X u * NormedSpace.exp (u • A)) 0 s := by
    intro s
    refine (((hasDerivAt_exp_smul_const (-A) s).fun_mul (hX s)).fun_mul
      (hasDerivAt_exp_smul_const' A s)).congr_deriv ?_
    exact key _ _ _
  have h0 : NormedSpace.exp (t • (-A)) * X t * NormedSpace.exp (t • A) = X 0 :=
    (is_const_of_deriv_eq_zero (fun s => (h s).differentiableAt)
      (fun s => (h s).deriv) t 0).trans (by simp)
  calc NormedSpace.exp (t • A) * X 0 * NormedSpace.exp (t • (-A))
      = (NormedSpace.exp (t • A) * NormedSpace.exp (t • (-A))) * X t *
          (NormedSpace.exp (t • A) * NormedSpace.exp (t • (-A))) := by
        rw [← h0]
        simp only [mul_assoc]
    _ = X t := by rw [hinv, one_mul, mul_one]
```

## The spin commutator

Adding the Pauli matrices gives
$$r\cdot\sigma=\begin{pmatrix}r_2&r_0-ir_1\\ r_0+ir_1&-r_2\end{pmatrix}.$$

```lean
/-- The matrix elements of r·σ. -/
theorem pauliVec_eq (r : Fin 3 → ℝ) : pauliVec r =
    !![(r 2 : ℂ), r 0 - r 1 * Complex.I; r 0 + r 1 * Complex.I, -(r 2 : ℂ)] := by
  ext i j
  fin_cases i <;> fin_cases j <;>
    simp [pauliVec, sigmaX, sigmaY, sigmaZ]
  ring
```

From $\sigma_x\sigma_y=i\sigma_z=-\sigma_y\sigma_x$ and its cyclic versions, $[\sigma_x,\sigma_y]=2i\sigma_z$. In $[a\cdot\sigma,b\cdot\sigma]$ this commutator has the coefficient $a_0b_1-a_1b_0=(a\times b)_2$. The other two components follow cyclically, so
$$[a\cdot\sigma,b\cdot\sigma]=2i\,(a\times b)\cdot\sigma .$$
The proof compares real and imaginary parts of the four matrix elements instead.

```lean
/-- The spin commutator: [a·σ, b·σ] = 2i (a × b)·σ. -/
theorem pauliVec_commutator (a b : Fin 3 → ℝ) :
    pauliVec a * pauliVec b - pauliVec b * pauliVec a =
      (2 * Complex.I) • pauliVec (a ⨯₃ b) := by
  ext i j
  fin_cases i <;> fin_cases j <;> apply Complex.ext <;>
    simp [pauliVec_eq, cross_apply] <;> ring
```

## The Bloch equation

The Bloch equation meant here has no relaxation terms: it is $\frac{d}{d\theta}R_\theta r=n\times R_\theta r$. Differentiating Rodrigues' formula gives
$$\frac{d}{d\theta}R_\theta r=-\sin\theta\,r+\cos\theta\,n\times r+\sin\theta\,(n\cdot r)\,n .$$
On the other side, since $n\times n=0$,
$$n\times R_\theta r=\cos\theta\,n\times r+\sin\theta\,n\times(n\times r),$$
with $n\times(n\times r)=(n\cdot r)n-(n\cdot n)r$. The two agree when $n\cdot n=1$, the condition that makes $\theta$ the actual angle of rotation. In Lean it is `hn`, and each `linear_combination` uses it once per component, multiplied by $\sin\theta\,r_i$.

```lean
/-- The Bloch equation: for a unit axis n, the vector given by Rodrigues' formula changes with the
angle at a rate equal to the cross product of n with that rotated vector. -/
theorem bloch_equation (n r : Fin 3 → ℝ) (hn : n ⬝ᵥ n = 1) (θ : ℝ) :
    HasDerivAt (fun t => rotate n t r) (n ⨯₃ rotate n θ r) θ := by
  have hn' : n 0 * n 0 + n 1 * n 1 + n 2 * n 2 = 1 := by
    simpa [dotProduct, Fin.sum_univ_three] using hn
  refine ((((Real.hasDerivAt_cos θ).smul_const r).fun_add
    ((Real.hasDerivAt_sin θ).smul_const (n ⨯₃ r))).fun_add
    ((((Real.hasDerivAt_cos θ).const_sub 1).mul_const (n ⬝ᵥ r)).smul_const n)).congr_deriv ?_
  ext i
  fin_cases i <;>
    simp [rotate, cross_apply, dotProduct, Fin.sum_univ_three, Matrix.vecHead, Matrix.vecTail]
  · linear_combination (Real.sin θ * r 0) * hn'
  · linear_combination (Real.sin θ * r 1) * hn'
  · linear_combination (Real.sin θ * r 2) * hn'
```

## Adjoint and unitarity

Since $n\cdot\sigma$ is Hermitian, $A^\dagger=-A$ and therefore $U^\dagger=e^{-\theta A}$. Lean writes the adjoint as `ᴴ`.

```lean
/-- The adjoint of a pulse is the exponential with the opposite generator. -/
theorem pulse_conjTranspose (n : Fin 3 → ℝ) (θ : ℝ) :
    (pulse n θ)ᴴ = NormedSpace.exp (θ • (-((-Complex.I / 2) • pauliVec n))) := by
  have hH : (pauliVec n)ᴴ = pauliVec n := by
    ext i j
    fin_cases i <;> fin_cases j <;> apply Complex.ext <;> simp [pauliVec_eq]
  have hs : star (-Complex.I / 2) = -(-Complex.I / 2) := by
    apply Complex.ext <;> simp
    ring
  rw [pulse, ← Matrix.exp_conjTranspose, Matrix.conjTranspose_smul,
    Matrix.conjTranspose_smul, hH, star_trivial, hs, neg_smul]
```

The constant $X=1$ solves $X'=AX-XA$, so the solution formula reads $e^{\theta A}\,1\,e^{-\theta A}=1$, which is $UU^\dagger=1$. This needs no condition on $n$.

```lean
/-- A pulse is unitary: U U* = 1. -/
theorem pulse_unitary (n : Fin 3 → ℝ) (θ : ℝ) : pulse n θ * (pulse n θ)ᴴ = 1 := by
  have : CompleteSpace (Matrix (Fin 2) (Fin 2) ℂ) := FiniteDimensional.complete ℝ _
  -- the identity is a constant solution of the equation of motion
  have hX : ∀ t : ℝ, HasDerivAt (fun _ : ℝ => (1 : Matrix (Fin 2) (Fin 2) ℂ))
      (((-Complex.I / 2) • pauliVec n) * 1 - 1 * ((-Complex.I / 2) • pauliVec n)) t := by
    intro t
    rw [mul_one, one_mul, sub_self]
    exact hasDerivAt_const t 1
  have h := evolution_of_commutator _ _ hX θ
  rw [pulse_conjTranspose, pulse, ← mul_one (NormedSpace.exp (θ • _))]
  exact h
```

## From the equation of motion to the rotation

Take $X(\theta)=(R_\theta r)\cdot\sigma$. The Bloch equation gives $X'=(n\times R_\theta r)\cdot\sigma$, and the commutator gives
$$AX-XA=-\frac{i}{2}\,(2i)\,(n\times R_\theta r)\cdot\sigma=(n\times R_\theta r)\cdot\sigma .$$
So $X$ obeys the equation of motion. With $X(0)=r\cdot\sigma$, its solution is
$$U\,(r\cdot\sigma)\,U^\dagger=(R_\theta r)\cdot\sigma .$$
The theorem states this for every unit $n$, every real $r$ and every real $\theta$. In the proof, `hX` is the equation of motion and `h0` the initial value.

```lean
/-- For a unit axis n, conjugating r·σ with the pulse exp(-iθ n·σ/2) rotates r about n
by the angle θ, as given by Rodrigues' formula. -/
theorem pulse_conj_pauliVec (n r : Fin 3 → ℝ) (hn : n ⬝ᵥ n = 1) (θ : ℝ) :
    pulse n θ * pauliVec r * (pulse n θ)ᴴ = pauliVec (rotate n θ r) := by
  have : CompleteSpace (Matrix (Fin 2) (Fin 2) ℂ) := FiniteDimensional.complete ℝ _
  have h0 : rotate n 0 r = r := by simp [rotate]
  have hc : -Complex.I / 2 * (2 * Complex.I) = 1 := by
    linear_combination -Complex.I_sq
  -- the Bloch equation, written for the operator r·σ
  have hX : ∀ t, HasDerivAt (fun s => pauliVec (rotate n s r))
      (((-Complex.I / 2) • pauliVec n) * pauliVec (rotate n t r) -
        pauliVec (rotate n t r) * ((-Complex.I / 2) • pauliVec n)) t := by
    intro t
    have hb := hasDerivAt_pi.1 (bloch_equation n r hn t)
    have hd : HasDerivAt (fun s => pauliVec (rotate n s r))
        (pauliVec (n ⨯₃ rotate n t r)) t :=
      (((hb 0).smul_const sigmaX).fun_add ((hb 1).smul_const sigmaY)).fun_add
        ((hb 2).smul_const sigmaZ)
    refine hd.congr_deriv ?_
    rw [smul_mul_assoc, mul_smul_comm, ← smul_sub, pauliVec_commutator, smul_smul, hc,
      one_smul]
  have h := evolution_of_commutator _ _ hX θ
  simp only [h0] at h
  rw [pulse_conjTranspose, pulse]
  exact h
```

## States and pulse sequences

By linearity and unitarity,
$$U\rho(r)U^\dagger=\tfrac12\left(UU^\dagger+U(r\cdot\sigma)U^\dagger\right)=\rho(R_\theta r).$$

```lean
/-- A pulse about a unit axis takes the state with Bloch vector r to the state with the
rotated Bloch vector. -/
theorem pulse_conj_density (n r : Fin 3 → ℝ) (hn : n ⬝ᵥ n = 1) (θ : ℝ) :
    pulse n θ * density r * (pulse n θ)ᴴ = density (rotate n θ r) := by
  simp only [density, mul_smul_comm, smul_mul_assoc, mul_add, add_mul, mul_one]
  rw [pulse_unitary, pulse_conj_pauliVec n r hn]
```

For pulses $U_1,\dots,U_m$ applied in that order, the propagator is $U_m\cdots U_1$. A list holds the pairs of axis and angle, and its head acts first.

```lean
/-- The propagator of a list of pulses (axis, angle), the head of the list acting first. -/
def sequencePulse : List ((Fin 3 → ℝ) × ℝ) → Matrix (Fin 2) (Fin 2) ℂ
  | [] => 1
  | p :: L => sequencePulse L * pulse p.1 p.2
```

The Bloch vector is rotated in the same order.

```lean
/-- The map `rotate` applied to a vector successively for each pair in a list, the head acting
first. -/
def sequenceRotate : List ((Fin 3 → ℝ) × ℝ) → (Fin 3 → ℝ) → (Fin 3 → ℝ)
  | [], r => r
  | p :: L, r => sequenceRotate L (rotate p.1 p.2 r)
```

An empty list changes nothing. For a longer one, let $V$ be the propagator of the tail. Then
$$(VU_1)\rho(r)(VU_1)^\dagger=V\rho(R_1r)V^\dagger,$$
where $R_1$ is the first rotation, and the induction hypothesis applies to $R_1r$. A simulation of ideal pulses on a single closed qubit can therefore carry three real numbers instead of a density matrix.

```lean
/-- A sequence of pulses about unit axes acts on a qubit state by the successive rotations
of its Bloch vector. -/
theorem sequence_conj_density (L : List ((Fin 3 → ℝ) × ℝ))
    (hL : ∀ p ∈ L, p.1 ⬝ᵥ p.1 = 1) (r : Fin 3 → ℝ) :
    sequencePulse L * density r * (sequencePulse L)ᴴ = density (sequenceRotate L r) := by
  induction L generalizing r with
  | nil => simp [sequencePulse, sequenceRotate]
  | cons p L ih =>
    have hp : p.1 ⬝ᵥ p.1 = 1 := hL p (by simp)
    have hr := ih (fun q hq => hL q (by simp [hq])) (rotate p.1 p.2 r)
    rw [← pulse_conj_density p.1 r hp p.2] at hr
    simp only [sequencePulse, sequenceRotate]
    rw [← hr]
    simp only [Matrix.conjTranspose_mul, Matrix.mul_assoc]
```

## The Rabi population for a tilted axis

Start from $r=(0,0,1)$, the first basis state. The second basis state has population $\rho(r)_{11}=(1-r_2)/2$, with matrix indices counted from zero. Rodrigues' formula gives $(R_\theta r)_2=\cos\theta+(1-\cos\theta)n_2^2$, so the population after the pulse is
$$\frac{(1-\cos\theta)(1-n_2^2)}{2}=(1-n_2^2)\sin^2\frac{\theta}{2}.$$
This is Rabi's formula for a fixed axis; the rotating-wave approximation that reduces an oscillating drive to such an axis is not treated.

```lean
/-- Rabi formula: a pulse about the unit axis n, applied to the state with Bloch vector (0, 0, 1),
gives the second basis state the population (1 - n_z²) sin²(θ/2). -/
theorem rabi_population (n : Fin 3 → ℝ) (hn : n ⬝ᵥ n = 1) (θ : ℝ) :
    (pulse n θ * density ![0, 0, 1] * (pulse n θ)ᴴ) 1 1 =
      (((1 - n 2 ^ 2) * Real.sin (θ / 2) ^ 2 : ℝ) : ℂ) := by
  have hd : ∀ r : Fin 3 → ℝ, density r 1 1 = (((1 - r 2) / 2 : ℝ) : ℂ) := by
    intro r
    simp [density, pauliVec_eq]
    ring
  have hcos : Real.cos θ = 1 - 2 * Real.sin (θ / 2) ^ 2 := by
    have h1 := Real.cos_two_mul (θ / 2)
    have h2 := Real.sin_sq_add_cos_sq (θ / 2)
    rw [show 2 * (θ / 2) = θ by ring] at h1
    linarith
  have hz : rotate n θ ![0, 0, 1] 2 = Real.cos θ + (1 - Real.cos θ) * n 2 * n 2 := by
    simp [rotate, cross_apply, dotProduct, Fin.sum_univ_three]
  rw [pulse_conj_density n _ hn, hd, hz, hcos]
  congr 1
  ring

end

end QubitRotation
```

```lean
#print axioms QubitRotation.pulse_conj_pauliVec
-- 'QubitRotation.pulse_conj_pauliVec' depends on axioms: [propext, Classical.choice, Quot.sound]
#print axioms QubitRotation.sequence_conj_density
-- 'QubitRotation.sequence_conj_density' depends on axioms: [propext, Classical.choice, Quot.sound]
#print axioms QubitRotation.rabi_population
-- 'QubitRotation.rabi_population' depends on axioms: [propext, Classical.choice, Quot.sound]
```

## A quarter turn about a tilted axis

Take $n=(3/5,0,4/5)$, $\theta=\pi/2$ and $r=(0,0,1)$. Then $n\times r=(0,-3/5,0)$ and $n\cdot r=4/5$, so
$$R_\theta r=\left(0,-\tfrac35,0\right)+\tfrac45\left(\tfrac35,0,\tfrac45\right)=\left(\tfrac{12}{25},-\tfrac{15}{25},\tfrac{16}{25}\right).$$
The second basis state has population $\tfrac12\left(1-\tfrac{16}{25}\right)=\tfrac{9}{50}$. The Rabi formula gives the same value, $\left(1-\tfrac{16}{25}\right)\sin^2(\pi/4)=\tfrac{9}{50}$.
